# The Rayleigh-Schrödinger energy series of a nondegenerate eigenstate shared with the perturbation ends at first order

Let `H₀` be a finite Hermitian matrix with a normalised, nondegenerate eigenvector `ψ 0`, which is also an eigenvector of the perturbing matrix `V` with eigenvalue `v`. The theorem takes energies and states that solve the Rayleigh-Schrödinger equations of every order for `H₀ + t V`, with all state corrections orthogonal to `ψ 0`. It says that the energy series, with terms `t ^ k * E k`, converges to `E 0 + t * v` for every complex `t`. The proof takes from the preceding theorem that the first-order energy is `v` and that all higher ones vanish, so that the series reduces to its first two terms.

In Lean, a first try:

```lean
import Mathlib

open Matrix Finset

namespace EnergySeriesOfCommonEigenstate

variable {n : Type*} [Fintype n]

/-- Energies `E k` and states `ψ k` solve the Rayleigh-Schrödinger equations of every order for
`H₀ + t V`, with `ψ 0` normalised and all corrections orthogonal to it
(intermediate normalisation). -/
structure IsRSSeries (H₀ V : Matrix n n ℂ) (E : ℕ → ℂ) (ψ : ℕ → n → ℂ) : Prop where
  zeroth : H₀ *ᵥ ψ 0 = E 0 • ψ 0
  order : ∀ k, H₀ *ᵥ ψ (k + 1) + V *ᵥ ψ k =
    ∑ p ∈ antidiagonal (k + 1), E p.1 • ψ p.2
  norm : star (ψ 0) ⬝ᵥ ψ 0 = 1
  inter : ∀ k, star (ψ 0) ⬝ᵥ ψ (k + 1) = 0

/-- Let `E` and `ψ` form a Rayleigh-Schrödinger series for `H₀ + t V` with intermediate
normalisation. If `H₀` is Hermitian and its nondegenerate eigenstate `ψ 0` is also an eigenstate of
`V` with eigenvalue `v`, all state corrections vanish, the first-order energy is `v`, and all higher
energy corrections vanish. -/
theorem corrections_of_common_eigenstate {H₀ V : Matrix n n ℂ} {E : ℕ → ℂ} {ψ : ℕ → n → ℂ}
    (hH : H₀.IsHermitian) (h : IsRSSeries H₀ V E ψ)
    (hnd : ∀ φ, H₀ *ᵥ φ = E 0 • φ → ∃ c : ℂ, φ = c • ψ 0)
    {v : ℂ} (hV : V *ᵥ ψ 0 = v • ψ 0) (k : ℕ) :
    ψ (k + 1) = 0 ∧ E (k + 1) = if k = 0 then v else 0 := by
  induction k using Nat.strong_induction_on with
  | _ k ih =>
    -- the lower corrections drop out of the right-hand side
    have hsum : ∑ p ∈ antidiagonal k, E (p.1 + 1) • ψ p.2 = E (k + 1) • ψ 0 := by
      refine Finset.sum_eq_single (k, 0) ?_ ?_
      · rintro ⟨i, j⟩ hp hne
        have hij : i + j = k := by simpa using hp
        rcases j with _ | j
        · exact (hne (Prod.ext (by simpa using hij) rfl)).elim
        · simp [(ih j (by omega)).1]
      · intro hk
        exact absurd (by simp) hk
    have hVk : V *ᵥ ψ k = (if k = 0 then v else 0) • ψ 0 := by
      rcases k with _ | m
      · simpa using hV
      · simp [(ih m (by omega)).1]
    generalize (if k = 0 then v else 0) = w at hVk ⊢
    have ho : H₀ *ᵥ ψ (k + 1) + V *ᵥ ψ k =
        E 0 • ψ (k + 1) + ∑ p ∈ antidiagonal k, E (p.1 + 1) • ψ p.2 := by
      rw [h.order k, Finset.Nat.sum_antidiagonal_succ]
    rw [hsum, hVk] at ho
    -- project on the unperturbed state to find the energy
    have hleft : star (ψ 0) ᵥ* H₀ = star (E 0 • ψ 0) := by
      rw [← h.zeroth, Matrix.star_mulVec, hH.eq]
    have hzero : star (ψ 0) ⬝ᵥ (H₀ *ᵥ ψ (k + 1)) = 0 := by
      rw [Matrix.dotProduct_mulVec, hleft, star_smul, smul_dotProduct, h.inter, smul_zero]
    have hE : E (k + 1) = w := by
      have hi := congrArg (fun x => star (ψ 0) ⬝ᵥ x) ho
      simp only [dotProduct_add, dotProduct_smul, h.inter k, h.norm, hzero, smul_eq_mul,
        mul_zero, mul_one, zero_add] at hi
      linear_combination -hi
    -- what remains is the unperturbed eigenvalue equation for a vector orthogonal to `ψ 0`
    rw [hE] at ho
    obtain ⟨c, hc⟩ := hnd _ (add_right_cancel ho)
    have hc0 := h.inter k
    rw [hc, dotProduct_smul, h.norm, smul_eq_mul, mul_one] at hc0
    exact ⟨by rw [hc, hc0, zero_smul], hE⟩

/-- For Hermitian `H₀` and a nondegenerate eigenstate `ψ 0` that is also an eigenstate of `V` with
eigenvalue `v`, the energy series converges to `E 0 + t v` for every complex coupling `t`. -/
theorem energy_series_of_common_eigenstate {H₀ V : Matrix n n ℂ} {E : ℕ → ℂ} {ψ : ℕ → n → ℂ}
    (hH : H₀.IsHermitian) (h : IsRSSeries H₀ V E ψ)
    (hnd : ∀ φ, H₀ *ᵥ φ = E 0 • φ → ∃ c : ℂ, φ = c • ψ 0)
    {v : ℂ} (hV : V *ᵥ ψ 0 = v • ψ 0) (t : ℂ) :
    HasSum (fun k => t ^ k * E k) (E 0 + t * v) := by
  have hc := corrections_of_common_eigenstate hH h hnd hV
  have h1 : E 1 = v := by simpa using (hc 0).2
  have hs : HasSum (fun k => t ^ k * E k) (∑ k ∈ range 2, t ^ k * E k) := by
    apply hasSum_sum_of_ne_finset_zero
    intro k hk
    have hk2 : 2 ≤ k := by simpa using hk
    obtain ⟨m, rfl⟩ := Nat.exists_eq_add_of_le' hk2
    have h2 : E (m + 2) = 0 := by simpa using (hc (m + 1)).2
    simp [h2]
  simpa [Finset.sum_range_succ, h1] using hs

end EnergySeriesOfCommonEigenstate
```

Compiling this gives:

```
Main.lean:78:27: error: Type mismatch: After simplification, term
  hk
 has type
  1 < k
but is expected to have type
  2 ≤ k
```

As a diff, the version that Lean accepts:

```diff
@@ -76,5 +76,5 @@
     apply hasSum_sum_of_ne_finset_zero
     intro k hk
-    have hk2 : 2 ≤ k := by simpa using hk
+    have hk2 : 2 ≤ k := not_lt.mp (fun hlt => hk (Finset.mem_range.mpr hlt))
     obtain ⟨m, rfl⟩ := Nat.exists_eq_add_of_le' hk2
     have h2 : E (m + 2) = 0 := by simpa using (hc (m + 1)).2
```

What went wrong. The error lies in the step that shows that every index outside `range 2` is at least 2. There `hk` says that `k` is not in `range 2`, and `simpa using hk` is meant to turn this into `2 ≤ k`. The message shows that `simp` brings `hk` to the form `1 < k` instead, while the goal remains `2 ≤ k`. For natural numbers the two say the same thing, but they are written differently, and the final comparison in `simpa` does not unfold `<` to identify them.

The repair does without `simp` here. If `k < 2` held, `Finset.mem_range.mpr` would put `k` in `range 2`, which contradicts `hk`. This proves `¬ k < 2`, and `not_lt.mp` turns that into exactly `2 ≤ k`, the form that the next line passes to `Nat.exists_eq_add_of_le'`.
